# An eight-point structure made achiral by an S4 axis, without a mirror plane or an inversion centre

A chirality test that looks only for mirror planes and an inversion centre would call the eight points below chiral, although they form a single achiral structure. The structure coincides with its mirror image after a rotation, because a fourfold rotoreflection preserves it. For rigid sets of unlabelled points like this one, a test that works through symmetry elements therefore has to include rotoreflection axes such as S4; comparing the set directly with its mirror image is an alternative.

```lean
import Mathlib

open Matrix

namespace ImproperAxisAchirality

noncomputable section
```

The import loads Mathlib, Lean's mathematical library, and `open Matrix` makes its matrix notation available.

```lean
/-- The set of points obtained by applying the linear operation `A` to every point of `X`. -/
def act (A : Matrix (Fin 3) (Fin 3) ℝ) (X : Set (Fin 3 → ℝ)) : Set (Fin 3 → ℝ) :=
  (fun v => A *ᵥ v) '' X
```

A point is a function `Fin 3 → ℝ`, that is, three real coordinates numbered 0, 1, 2. The product `A *ᵥ v` is the matrix A applied to the vector v, and `act A X` is the set of all transformed points, written AX below.

```lean
/-- A point-group operation of `X`: an orthogonal matrix that maps `X` onto itself. -/
def IsSymmetry (A : Matrix (Fin 3) (Fin 3) ℝ) (X : Set (Fin 3 → ℝ)) : Prop :=
  A ∈ Matrix.unitaryGroup (Fin 3) ℝ ∧ act A X = X
```

A symmetry of X is an orthogonal matrix A with AX = X. Mathlib's unitary group over the real numbers is the orthogonal group, since the adjoint of a real matrix is its transpose. Only the set has to be preserved; individual points may change places. The points carry no element labels, and all operations fix the origin.

```lean
/-- Reflection in the plane through the origin with normal vector `n`, for `n ≠ 0`. -/
def mirror (n : Fin 3 → ℝ) : Matrix (Fin 3) (Fin 3) ℝ :=
  1 - (2 / (n ⬝ᵥ n)) • vecMulVec n n
```

Here `n ⬝ᵥ n` is the scalar product and `vecMulVec n n` is the matrix n nᵀ, so the mirror with normal n is

M = 1 − 2 n nᵀ / (n·n).

The normal need not have unit length. Lean sets division by zero to zero, so n = 0 would give the identity, and the theorems about mirrors assume n ≠ 0.

```lean
/-- A structure is achiral if its image in any mirror through the origin can also be
reached by a proper rotation about the origin. -/
def IsAchiral (X : Set (Fin 3 → ℝ)) : Prop :=
  ∀ n : Fin 3 → ℝ, n ≠ 0 → ∃ R ∈ Matrix.unitaryGroup (Fin 3) ℝ,
    R.det = 1 ∧ act R X = act (mirror n) X
```

For a finite structure whose centroid is the origin, this is the usual idea of achirality: the mirror image can be brought onto the original by a proper rotation, an orthogonal R with det R = 1. The definition asks this for every mirror through the origin. A finite structure centred elsewhere has to be shifted to the origin first, because the definition allows no translations.

```lean
/-- The fourfold rotoreflection `(x, y, z) ↦ (-y, x, -z)`. -/
def S4 : Matrix (Fin 3) (Fin 3) ℝ := !![0, -1, 0; 1, 0, 0; 0, 0, -1]
```

The matrix turns the structure by 90° about the z axis and reflects it in the xy plane.

```lean
/-- The eight-point structure `(±1,0,1)`, `(0,±1,-1)`, `±(2,1,0)`, `±(1,-2,0)`. -/
def cluster : Set (Fin 3 → ℝ) :=
  {![1, 0, 1], ![-1, 0, 1], ![0, 1, -1], ![0, -1, -1],
   ![2, 1, 0], ![-2, -1, 0], ![1, -2, 0], ![-1, 2, 0]}
```

Four points lie at squared distance 2 from the origin and four at squared distance 5. Their centroid is the origin, so any distance-preserving map of space, reflections included, that preserves the set fixes the origin. A mirror plane that misses the origin or an inversion centre elsewhere is therefore excluded too; this short argument is an addition to the Lean theorems, which treat planes through the origin.

```lean
/-- The coordinates of a transformed point. -/
theorem mulVec_coords (A : Matrix (Fin 3) (Fin 3) ℝ) (v : Fin 3 → ℝ) :
    A *ᵥ v = ![A 0 0 * v 0 + A 0 1 * v 1 + A 0 2 * v 2,
      A 1 0 * v 0 + A 1 1 * v 1 + A 1 2 * v 2,
      A 2 0 * v 0 + A 2 1 * v 1 + A 2 2 * v 2] := by
  ext i
  fin_cases i <;> simp [Matrix.mulVec, dotProduct, Fin.sum_univ_three]
```

This writes out the matrix-vector product in coordinates. The tactic `fin_cases i` checks the three components one by one.

```lean
/-- Applying a product of operations means applying them one after the other. -/
theorem act_mul (A B : Matrix (Fin 3) (Fin 3) ℝ) (X : Set (Fin 3 → ℝ)) :
    act (A * B) X = act A (act B X) := by
  simp [act, Set.image_image, Matrix.mulVec_mulVec]
```

Applying AB to a set means applying B first and then A.

```lean
/-- A mirror reflection is an orthogonal involution with determinant `-1` and trace `1`. -/
theorem mirror_properties (n : Fin 3 → ℝ) (hn : n ≠ 0) :
    mirror n * mirror n = 1 ∧ mirror n ∈ Matrix.unitaryGroup (Fin 3) ℝ ∧
      (mirror n).det = -1 ∧ (mirror n).trace = 1 := by
  have hs : n ⬝ᵥ n ≠ 0 := fun h => hn (dotProduct_self_eq_zero.mp h)
  have he : n ⬝ᵥ n = n 0 * n 0 + n 1 * n 1 + n 2 * n 2 := by
    simp [dotProduct, Fin.sum_univ_three]
  have hk : 2 / (n ⬝ᵥ n) * (n 0 * n 0 + n 1 * n 1 + n 2 * n 2) = 2 := by
    rw [← he]
    exact div_mul_cancel₀ 2 hs
  unfold mirror
  generalize 2 / (n ⬝ᵥ n) = k at hk ⊢
  have hN : vecMulVec n n * vecMulVec n n
      = (n 0 * n 0 + n 1 * n 1 + n 2 * n 2) • vecMulVec n n := by
    ext i j
    simp only [Matrix.mul_apply, Matrix.smul_apply, Matrix.vecMulVec_apply,
      Fin.sum_univ_three, smul_eq_mul]
    ring
  have hstar : star (vecMulVec n n) = vecMulVec n n := by
    ext i j
    simp [Matrix.star_apply, Matrix.vecMulVec_apply, mul_comm]
  have hsq : (1 - k • vecMulVec n n) * (1 - k • vecMulVec n n) = 1 := by
    simp only [sub_mul, mul_sub, one_mul, mul_one, smul_mul_assoc, mul_smul_comm, hN]
    linear_combination (norm := module) (k * hk) • vecMulVec n n
  refine ⟨hsq, Matrix.mem_unitaryGroup_iff.mpr ?_, ?_, ?_⟩
  · rw [star_sub, star_one, star_smul, hstar, star_trivial]
    exact hsq
  · simp [Matrix.det_fin_three, Matrix.vecMulVec_apply]
    linear_combination -hk
  · rw [Matrix.trace_fin_three]
    simp only [Matrix.sub_apply, Matrix.smul_apply, Matrix.vecMulVec_apply,
      smul_eq_mul, Matrix.one_apply_eq]
    linear_combination -hk
```

Write N = n nᵀ and k = 2/(n·n), so that k(n·n) = 2, which is `hk` in the proof. Since N² = (n·n)N,

M² = 1 − 2kN + k²(n·n)N = 1 − 2kN + 2kN = 1.

M is symmetric, so M Mᵀ = M² = 1 and M is orthogonal. It reverses n and leaves the perpendicular plane alone, so its eigenvalues are −1, 1, 1. Hence

det M = −1, tr M = 1.

Lean proves N² = (n·n)N as `hN` and M² = 1 as `hsq`. It finds the determinant and trace from the matrix entries instead of the eigenvalues; `linear_combination` then closes each goal by adding a multiple of `hk`.

```lean
/-- A structure is achiral exactly when it has an orthogonal symmetry of determinant `-1`. -/
theorem isAchiral_iff (X : Set (Fin 3 → ℝ)) :
    IsAchiral X ↔ ∃ A, IsSymmetry A X ∧ A.det = -1 := by
  constructor
  · intro h
    have hn : (![0, 0, 1] : Fin 3 → ℝ) ≠ 0 := by
      intro h0
      simpa using congrFun h0 2
    obtain ⟨R, hR, hd, hi⟩ := h _ hn
    obtain ⟨hsq, hM, hdet, -⟩ := mirror_properties _ hn
    -- rotate onto the mirror image, then reflect back
    refine ⟨mirror ![0, 0, 1] * R, ⟨mul_mem hM hR, ?_⟩, ?_⟩
    · rw [act_mul, hi, ← act_mul, hsq]
      simp [act]
    · rw [Matrix.det_mul, hdet, hd, mul_one]
  · rintro ⟨A, hA, hd⟩ n hn
    obtain ⟨-, hM, hdet, -⟩ := mirror_properties n hn
    refine ⟨mirror n * A, mul_mem hM hA.1, ?_, ?_⟩
    · rw [Matrix.det_mul, hdet, hd]
      norm_num
    · rw [act_mul, hA.2]
```

For any set X, achirality about the origin, as defined above, is equivalent to having an orthogonal symmetry of determinant −1.

Suppose X is achiral. Take the mirror M with normal (0,0,1) and a rotation R with RX = MX. Then A = MR satisfies

AX = M(RX) = M(MX) = X, det A = (−1)(1) = −1.

Conversely, let A be a symmetry with det A = −1, and let M be any mirror. Then R = MA is orthogonal, and

det R = (−1)(−1) = 1, RX = M(AX) = MX.

The two halves of the Lean proof supply exactly these products, `mirror ![0, 0, 1] * R` and `mirror n * A`.

```lean
/-- The fourfold rotoreflection is a symmetry of the eight-point structure. -/
theorem S4_isSymmetry : IsSymmetry S4 cluster := by
  have hm : ∀ v ∈ cluster, S4 *ᵥ v ∈ cluster := by
    intro v hv
    simp only [cluster, Set.mem_insert_iff, Set.mem_singleton_iff] at hv
    rcases hv with rfl | rfl | rfl | rfl | rfl | rfl | rfl | rfl <;>
      rw [mulVec_coords] <;> simp [S4, cluster]
  refine ⟨Matrix.mem_unitaryGroup_iff.mpr ?_, Set.Subset.antisymm ?_ ?_⟩
  · ext i j
    fin_cases i <;> fin_cases j <;>
      simp [S4, Matrix.mul_apply, Matrix.star_apply, Fin.sum_univ_three]
  · rintro _ ⟨v, hv, rfl⟩
    exact hm v hv
  · -- four applications of S4 restore every point
    intro v hv
    refine ⟨S4 *ᵥ (S4 *ᵥ (S4 *ᵥ v)), hm _ (hm _ (hm _ hv)), ?_⟩
    show S4 *ᵥ (S4 *ᵥ (S4 *ᵥ (S4 *ᵥ v))) = v
    simp only [mulVec_coords S4]
    ext i
    fin_cases i <;> simp [S4]
```

By hand, the operation moves the points in two cycles:

(1,0,1) → (0,1,−1) → (−1,0,1) → (0,−1,−1) → (1,0,1)

(2,1,0) → (−1,2,0) → (−2,−1,0) → (1,−2,0) → (2,1,0)

The columns of the matrix are orthonormal, so S4 is a symmetry. In Lean, `hm` checks that each of the eight points lands in the set. That every point is also reached follows because four applications of S4 restore it: v is the image of S4³v.

```lean
/-- The matrices of the second and third powers of the rotoreflection. -/
theorem S4_powers : S4 ^ 2 = !![-1, 0, 0; 0, -1, 0; 0, 0, 1] ∧
    S4 ^ 3 = !![0, 1, 0; -1, 0, 0; 0, 0, -1] := by
  have h2 : S4 ^ 2 = !![-1, 0, 0; 0, -1, 0; 0, 0, 1] := by
    rw [sq]
    ext i j
    fin_cases i <;> fin_cases j <;> simp [S4, Matrix.mul_apply, Fin.sum_univ_three]
  refine ⟨h2, ?_⟩
  rw [pow_succ, h2]
  ext i j
  fin_cases i <;> fin_cases j <;> simp [S4, Matrix.mul_apply, Fin.sum_univ_three]
```

Multiplying out gives

S4²: (x,y,z) → (−x,−y,z)

S4³: (x,y,z) → (y,−x,−z)

The square is a twofold rotation, and the cube is the inverse rotoreflection.

```lean
/-- If points `p`, `p'`, `q` of the structure satisfy `|p|² = |p'|² = 2`, `p·p' = 0` and `|q - (p -
p')|² = 1`, then `p` determines `p'` and `q` by the stated formulas, and `p` is one of four points.
Here `p = (x,y,z)`, `p' = (x',y',z')` and `q = (r,s,t)`. -/
theorem rigid_triple {x y z x' y' z' r s t : ℝ} (h1 : ![x, y, z] ∈ cluster)
    (h2 : ![x', y', z'] ∈ cluster) (h3 : ![r, s, t] ∈ cluster)
    (n1 : x ^ 2 + y ^ 2 + z ^ 2 = 2) (n2 : x' ^ 2 + y' ^ 2 + z' ^ 2 = 2)
    (d : x * x' + y * y' + z * z' = 0)
    (n3 : (r - (x - x')) ^ 2 + (s - (y - y')) ^ 2 + (t - (z - z')) ^ 2 = 1) :
    (x' = -x ∧ y' = -y ∧ z' = z ∧ r = 2 * x - y ∧ s = 2 * y + x ∧ t = 0) ∧
      ((x = 1 ∧ y = 0 ∧ z = 1) ∨ (x = 0 ∧ y = 1 ∧ z = -1) ∨
        (x = -1 ∧ y = 0 ∧ z = 1) ∨ (x = 0 ∧ y = -1 ∧ z = -1)) := by
  have mem : ∀ a b c : ℝ, ![a, b, c] ∈ cluster →
      (a = 1 ∧ b = 0 ∧ c = 1) ∨ (a = -1 ∧ b = 0 ∧ c = 1) ∨
      (a = 0 ∧ b = 1 ∧ c = -1) ∨ (a = 0 ∧ b = -1 ∧ c = -1) ∨
      (a = 2 ∧ b = 1 ∧ c = 0) ∨ (a = -2 ∧ b = -1 ∧ c = 0) ∨
      (a = 1 ∧ b = -2 ∧ c = 0) ∨ (a = -1 ∧ b = 2 ∧ c = 0) := by
    intro a b c h
    simpa [cluster] using h
  have q : (x = 1 ∧ y = 0 ∧ z = 1) ∨ (x = 0 ∧ y = 1 ∧ z = -1) ∨
      (x = -1 ∧ y = 0 ∧ z = 1) ∨ (x = 0 ∧ y = -1 ∧ z = -1) := by
    rcases mem _ _ _ h1 with ⟨a, b, c⟩ | ⟨a, b, c⟩ | ⟨a, b, c⟩ | ⟨a, b, c⟩ |
      ⟨a, b, c⟩ | ⟨a, b, c⟩ | ⟨a, b, c⟩ | ⟨a, b, c⟩ <;>
      rw [a, b, c] at n1 <;> revert n1 <;> norm_num [a, b, c]
  have w : x' = -x ∧ y' = -y ∧ z' = z := by
    rcases q with ⟨a, b, c⟩ | ⟨a, b, c⟩ | ⟨a, b, c⟩ | ⟨a, b, c⟩ <;>
      rcases mem _ _ _ h2 with ⟨e, f, g⟩ | ⟨e, f, g⟩ | ⟨e, f, g⟩ | ⟨e, f, g⟩ |
        ⟨e, f, g⟩ | ⟨e, f, g⟩ | ⟨e, f, g⟩ | ⟨e, f, g⟩ <;>
      revert n2 d <;> norm_num [a, b, c, e, f, g]
  obtain ⟨w1, w2, w3⟩ := w
  have v : r = 2 * x - y ∧ s = 2 * y + x ∧ t = 0 := by
    rw [w1, w2, w3] at n3
    rcases q with ⟨a, b, c⟩ | ⟨a, b, c⟩ | ⟨a, b, c⟩ | ⟨a, b, c⟩ <;>
      rcases mem _ _ _ h3 with ⟨e, f, g⟩ | ⟨e, f, g⟩ | ⟨e, f, g⟩ | ⟨e, f, g⟩ |
        ⟨e, f, g⟩ | ⟨e, f, g⟩ | ⟨e, f, g⟩ | ⟨e, f, g⟩ <;>
      revert n3 <;> norm_num [a, b, c, e, f, g]
  exact ⟨⟨w1, w2, w3, v⟩, q⟩
```

This lemma is the geometric core. Let p = (x,y,z), p' = (x',y',z') and q = (r,s,t) be the images of (1,0,1), (−1,0,1) and (2,1,0) under a symmetry. The originals satisfy

|(1,0,1)|² = |(−1,0,1)|² = 2

(1,0,1)·(−1,0,1) = 0

(2,1,0) − [(1,0,1) − (−1,0,1)] = (0,1,0), of length 1.

An orthogonal map preserves these relations, so

|p|² = |p'|² = 2, p·p' = 0, |q − (p − p')|² = 1.

These are the hypotheses `n1`, `n2`, `d` and `n3`. The first leaves four positions for p, namely (±1,0,1) and (0,±1,−1). If p = (1,0,1), its scalar products with those four points are 2, 0, −1, −1, so p' = (−1,0,1). Then q lies at distance 1 from (2,0,0), and the only such point in the set is (2,1,0). The other three positions follow by applying powers of S4. In every case

p' = (−x,−y,z), q = (2x − y, 2y + x, 0).

Lean runs through all candidates: `rcases` splits the cases, and `norm_num` discards those whose arithmetic fails.

```lean
/-- The orthogonal symmetries of the structure are exactly the four powers of `S4`. -/
theorem isSymmetry_cluster_iff (A : Matrix (Fin 3) (Fin 3) ℝ) :
    IsSymmetry A cluster ↔ A = 1 ∨ A = S4 ∨ A = S4 ^ 2 ∨ A = S4 ^ 3 := by
  constructor
  · rintro ⟨hU, hX⟩
    have hO := Matrix.mem_unitaryGroup_iff'.mp hU
    have o (i j : Fin 3) : A 0 i * A 0 j + A 1 i * A 1 j + A 2 i * A 2 j
        = (1 : Matrix (Fin 3) (Fin 3) ℝ) i j := by
      rw [← hO]
      simp [Matrix.mul_apply, Matrix.star_apply, Fin.sum_univ_three]
    have o00 := (o 0 0).trans (Matrix.one_apply_eq 0)
    have o11 := (o 1 1).trans (Matrix.one_apply_eq 1)
    have o22 := (o 2 2).trans (Matrix.one_apply_eq 2)
    have o02 := (o 0 2).trans (Matrix.one_apply_ne (by decide))
    have hm (x y z : ℝ) (h : ![x, y, z] ∈ cluster) :
        ![A 0 0 * x + A 0 1 * y + A 0 2 * z, A 1 0 * x + A 1 1 * y + A 1 2 * z,
          A 2 0 * x + A 2 1 * y + A 2 2 * z] ∈ cluster := by
      have h' : A *ᵥ ![x, y, z] ∈ act A cluster := ⟨_, h, rfl⟩
      rw [hX, mulVec_coords] at h'
      exact h'
    -- the images of three points determine the operation
    obtain ⟨⟨e1, e2, e3, e4, e5, e6⟩, q⟩ := rigid_triple
      (hm 1 0 1 (by simp [cluster])) (hm (-1) 0 1 (by simp [cluster]))
      (hm 2 1 0 (by simp [cluster]))
      (by linear_combination o00 + o22 + 2 * o02)
      (by linear_combination o00 + o22 - 2 * o02)
      (by linear_combination o22 - o00) (by linear_combination o11)
    rcases q with ⟨a, b, c⟩ | ⟨a, b, c⟩ | ⟨a, b, c⟩ | ⟨a, b, c⟩
    · refine Or.inl ?_
      ext i j
      fin_cases i <;> fin_cases j <;> simp <;> linarith
    · refine Or.inr (Or.inl ?_)
      ext i j
      fin_cases i <;> fin_cases j <;> simp [S4] <;> linarith
    · refine Or.inr (Or.inr (Or.inl ?_))
      rw [S4_powers.1]
      ext i j
      fin_cases i <;> fin_cases j <;> simp <;> linarith
    · refine Or.inr (Or.inr (Or.inr ?_))
      rw [S4_powers.2]
      ext i j
      fin_cases i <;> fin_cases j <;> simp <;> linarith
  · have hp : ∀ k : ℕ, IsSymmetry (S4 ^ k) cluster := by
      intro k
      refine ⟨pow_mem S4_isSymmetry.1 k, ?_⟩
      induction k with
      | zero => simp [act]
      | succ k ih => rw [pow_succ, act_mul, S4_isSymmetry.2, ih]
    rintro (rfl | rfl | rfl | rfl)
    · simpa using hp 0
    · exact S4_isSymmetry
    · exact hp 2
    · exact hp 3
```

The symmetries of the structure are exactly 1, S4, S4² and S4³.

Let a₀, a₁, a₂ be the columns of a symmetry A. The three images are

p = a₀ + a₂, p' = −a₀ + a₂, q = 2a₀ + a₁.

Orthonormality of the columns, recorded in `o`, supplies the relations needed by `rigid_triple`. Solving for the columns gives

a₀ = (p − p')/2 = (x,y,0)

a₁ = q − (p − p') = (−y,x,0)

a₂ = (p + p')/2 = (0,0,z).

The four positions (1,0,1), (0,1,−1), (−1,0,1), (0,−1,−1) of p yield 1, S4, S4², S4³ in this order. Lean compares the matrices entry by entry, and `linarith` solves the linear equations. For the converse, induction on k shows that every power S4ᵏ preserves the set.

```lean
/-- The structure has the `S4` symmetry and is achiral, although neither inversion nor
any reflection in a plane through the origin preserves it. -/
theorem achiral_without_mirror_or_inversion :
    IsSymmetry S4 cluster ∧ IsAchiral cluster ∧ act (-1) cluster ≠ cluster ∧
      ∀ n : Fin 3 → ℝ, n ≠ 0 → act (mirror n) cluster ≠ cluster := by
  -- the trace separates the powers of S4 from mirrors and inversion
  have tr : ∀ A, IsSymmetry A cluster → A.trace = 3 ∨ A.trace = -1 := by
    intro A hA
    rcases (isSymmetry_cluster_iff A).mp hA with h | h | h | h
    · left
      rw [h]
      simp
    · right
      rw [h]
      simp [S4, Matrix.trace_fin_three]
    · right
      rw [h, S4_powers.1]
      simp [Matrix.trace_fin_three]
    · right
      rw [h, S4_powers.2]
      simp [Matrix.trace_fin_three]
  refine ⟨S4_isSymmetry, (isAchiral_iff _).mpr ⟨S4, S4_isSymmetry, ?_⟩, ?_, ?_⟩
  · simp [S4, Matrix.det_fin_three]
  · intro h
    rcases tr (-1) ⟨Matrix.mem_unitaryGroup_iff.mpr (by simp), h⟩ with h | h <;>
      norm_num [Matrix.trace_fin_three] at h
  · intro n hn h
    obtain ⟨-, hM, -, ht⟩ := mirror_properties n hn
    rcases tr _ ⟨hM, h⟩ with h | h <;> rw [ht] at h <;> norm_num at h

end

end ImproperAxisAchirality
```

The final theorem makes four statements: S4 is a symmetry, the structure is achiral, inversion (the matrix `-1`) does not preserve it, and no mirror through the origin does.

Achirality follows from `isAchiral_iff`, because det S4 = −1. For the two negative statements, compare traces:

tr 1 = 3, tr S4 = tr S4² = tr S4³ = −1

tr(inversion) = −3, tr(mirror) = 1.

Inversion and mirrors are orthogonal, so if one of them preserved the set it would be among the four powers and have trace 3 or −1. Neither does. In the proof, `tr` records the two allowed traces, and `norm_num` rejects the false equalities.

```lean
#print axioms ImproperAxisAchirality.achiral_without_mirror_or_inversion
-- 'ImproperAxisAchirality.achiral_without_mirror_or_inversion' depends on axioms: [propext, Classical.choice, Quot.sound]
```
